# The Laplacian of the density of finitely many weighted real orbitals

The theorem `lap_density` concerns the density ρ = ∑ f_i ψ_i² of finitely many real-valued orbitals on n-dimensional Euclidean space. It states that at a point where every orbital is twice continuously differentiable, Δρ = ∑ 2 f_i (ψ_i Δψ_i + |∇ψ_i|²). The weights f_i are arbitrary real numbers, and the orbitals need be neither normalised nor orthogonal. The proof applies the product rule twice along each axis, using a formula for the first derivative that holds in a neighbourhood of the point, and then sums over the axes.

In Lean, a first try:

```lean
import Mathlib

open Topology

namespace LapDensity

noncomputable section

/-- Euclidean space of dimension `n`. -/
abbrev Space (n : ℕ) := EuclideanSpace ℝ (Fin n)

variable {n : ℕ} {ι : Type*} [Fintype ι]

/-- The derivative of a function along the `k`-th Cartesian axis. -/
def axisDeriv (k : Fin n) (g : Space n → ℝ) (x : Space n) : ℝ :=
  fderiv ℝ g x (EuclideanSpace.single k 1)

/-- The Laplacian, the sum of the second derivatives along the axes. -/
def lap (g : Space n → ℝ) (x : Space n) : ℝ :=
  ∑ k, axisDeriv k (axisDeriv k g) x

/-- The squared length of the gradient. -/
def gradSq (g : Space n → ℝ) (x : Space n) : ℝ :=
  ∑ k, axisDeriv k g x ^ 2

/-- The density `ρ = ∑ f_i ψ_i²` of orbitals `ψ_i` with weights `f_i`. -/
def density (f : ι → ℝ) (ψ : ι → Space n → ℝ) (x : Space n) : ℝ :=
  ∑ i, f i * ψ i x ^ 2

/-- The product rule for a weighted sum of products of functions differentiable at `x`. -/
theorem axisDeriv_sum_mul (k : Fin n) (f : ι → ℝ) (g h : ι → Space n → ℝ) (x : Space n)
    (hg : ∀ i, DifferentiableAt ℝ (g i) x) (hh : ∀ i, DifferentiableAt ℝ (h i) x) :
    axisDeriv k (fun y => ∑ i, f i * (g i y * h i y)) x =
      ∑ i, f i * (g i x * axisDeriv k (h i) x + h i x * axisDeriv k (g i) x) := by
  have hd : HasFDerivAt (fun y => ∑ i, f i * (g i y * h i y))
      (∑ i, f i • (g i x • fderiv ℝ (h i) x + h i x • fderiv ℝ (g i) x)) x :=
    HasFDerivAt.fun_sum fun i _ =>
      ((hg i).hasFDerivAt.mul (hh i).hasFDerivAt).const_mul (f i)
  unfold axisDeriv
  rw [hd.fderiv]
  simp [sum_apply, mul_add]

/-- For orbitals that are C² at `x`, the Laplacian of the density is
`Δρ = ∑ 2 f_i (ψ_i Δψ_i + |∇ψ_i|²)` there. -/
theorem lap_density (f : ι → ℝ) (ψ : ι → Space n → ℝ) (x : Space n)
    (hψ : ∀ i, ContDiffAt ℝ 2 (ψ i) x) :
    lap (density f ψ) x =
      ∑ i, 2 * f i * (ψ i x * lap (ψ i) x + gradSq (ψ i) x) := by
  have hev : ∀ᶠ y in 𝓝 x, ∀ i, DifferentiableAt ℝ (ψ i) y :=
    Filter.eventually_all.2 fun i =>
      ((hψ i).eventually (by simp)).mono fun y hy => hy.differentiableAt (by norm_num)
  have key : ∀ k, axisDeriv k (axisDeriv k (density f ψ)) x =
      ∑ i, 2 * f i * (ψ i x * axisDeriv k (axisDeriv k (ψ i)) x
        + axisDeriv k (ψ i) x ^ 2) := by
    intro k
    -- the first derivative of the density, valid in a neighbourhood of `x`
    have h1 : axisDeriv k (density f ψ) =ᶠ[𝓝 x]
        fun y => ∑ i, 2 * f i * (ψ i y * axisDeriv k (ψ i) y) := by
      filter_upwards [hev] with y hy
      have hρ : density f ψ = fun z => ∑ i, f i * (ψ i z * ψ i z) := by
        funext z
        exact Finset.sum_congr rfl fun i _ => by ring
      rw [hρ, axisDeriv_sum_mul k f ψ ψ y hy hy]
      exact Finset.sum_congr rfl fun i _ => by ring
    have h2 : ∀ i, DifferentiableAt ℝ (axisDeriv k (ψ i)) x := fun i =>
      (((hψ i).fderiv_right (m := 1) (by norm_num)).differentiableAt
        (by norm_num)).clm_apply (differentiableAt_const _)
    -- the second derivative, again by the product rule
    have h3 := axisDeriv_sum_mul k (fun i => 2 * f i) ψ (fun i => axisDeriv k (ψ i)) x
      hev.self_of_nhds h2
    have h4 : axisDeriv k (axisDeriv k (density f ψ)) x =
        axisDeriv k (fun y => ∑ i, 2 * f i * (ψ i y * axisDeriv k (ψ i) y)) x :=
      congrArg (fun L => L (EuclideanSpace.single k 1)) h1.fderiv_eq
    rw [h4, h3]
    exact Finset.sum_congr rfl fun i _ => by ring
  simp only [lap, gradSq, key]
  rw [Finset.sum_comm]
  refine Finset.sum_congr rfl fun i _ => ?_
  rw [← Finset.mul_sum, Finset.sum_add_distrib, ← Finset.mul_sum]

end

end LapDensity
```

The error:

```
Main.lean:73:6: error: Type mismatch
  congrArg (fun L => ?m.409) (Filter.EventuallyEq.fderiv_eq h1)
has type
  ?m.410 (fderiv ?m.411 (axisDeriv k (density f ψ)) x) =
    ?m.410 (fderiv ?m.411 (fun y => ∑ i, 2 * f i * (ψ i y * axisDeriv k (ψ i) y)) x)
but is expected to have type
  axisDeriv k (axisDeriv k (density f ψ)) x = axisDeriv k (fun y => ∑ i, 2 * f i * (ψ i y * axisDeriv k (ψ i) y)) x
```

What went wrong. The error is in `h4`, which should carry the neighbourhood equality `h1` over to the derivatives at `x`. `h1.fderiv_eq` equates two `fderiv` terms, and `congrArg` was meant to apply both to the axis vector. But `h1` equates plain functions and does not say over which scalar field to differentiate, so the field in `h1.fderiv_eq` stays unknown, shown as `?m.411`. The type of `L` depends on that field, and Lean could not work out how to apply `L` to the vector. The body of the `fun` was therefore left unelaborated, as `?m.409`, and the type of the `congrArg` term contains an undetermined function `?m.410`. Matching this type with the expected equation did not settle the field either, so Lean reported a mismatch.

The repair proves `h4` with tactics. `change` restates the goal with the outer `axisDeriv` unfolded on both sides, which is allowed because the two forms are equal by definition. The goal now shows `fderiv ℝ` applied to the axis vector. When `rw [h1.fderiv_eq]` matches its left-hand side with the derivative in the goal, the unknown field is fixed as `ℝ`. The rewrite makes the two sides identical, and the goal closes by reflexivity.

The repair, with which the file compiles:

```diff
@@ -70,6 +70,8 @@
       hev.self_of_nhds h2
     have h4 : axisDeriv k (axisDeriv k (density f ψ)) x =
-        axisDeriv k (fun y => ∑ i, 2 * f i * (ψ i y * axisDeriv k (ψ i) y)) x :=
-      congrArg (fun L => L (EuclideanSpace.single k 1)) h1.fderiv_eq
+        axisDeriv k (fun y => ∑ i, 2 * f i * (ψ i y * axisDeriv k (ψ i) y)) x := by
+      change fderiv ℝ (axisDeriv k (density f ψ)) x (EuclideanSpace.single k 1) =
+        fderiv ℝ _ x (EuclideanSpace.single k 1)
+      rw [h1.fderiv_eq]
     rw [h4, h3]
     exact Finset.sum_congr rfl fun i _ => by ring
```
